# Two-state speed limit: from state 1, a continuous coupling of area $A\le\pi/2$ gives $|c_2|\le\sin A$

## Can a detuning sweep beat a resonant pulse?

I want to move a two-level system from state 1 to state 2 as fast as possible. The coupling $V(t)$ has a maximum strength that I can't raise, but I can vary the detuning $d(t)$ as I like. With $\hbar=1$ the amplitudes obey

$$i\dot c_1=d\,c_1+V c_2,\qquad i\dot c_2=V^*c_1-d\,c_2 .$$

For constant $d\ne0$ and constant $V$ the amplitudes oscillate at the frequency $\sqrt{d^2+|V|^2}$, which is larger than $|V|$. So detuning makes the oscillation faster, although the transfer is then incomplete. Could a well-chosen time-dependent $d(t)$ exploit that higher frequency and still complete the transfer, sooner than a resonant pulse would?

## No: the coupling area alone sets the limit

For a continuous coupling and a start in state 1, $c(0)=(1,0)$, every solution satisfies

$$|c_2(t)|\le \sin A(t),\qquad A(t)=\int_0^t|V(s)|\,ds,$$

whenever $t\ge0$ and $A(t)\le\pi/2$. The detuning does not appear in the bound. If $|V|\le M$ on $[0,t]$, complete transfer at time $t$ requires $Mt\ge\pi/2$. A resonant pulse with $d=0$ and constant $V$ of modulus $M>0$ gives $|c_2|=\sin Mt$ up to that time, as direct substitution shows, so a sweep cannot finish sooner.

The higher frequency in your constant-detuning example brings no extra speed. From state 1, the Bloch vector runs round a smaller circle more often, at the same speed $2|V|$ as on resonance. The detuning term by itself only rotates the Bloch vector about the axis that joins the two states, which changes the relative phase of $c_1$ and $c_2$, not their populations.

### The angle on the Bloch sphere

Start with the populations. Since $\mathrm{Re}(-iw)=\mathrm{Im}\,w$ and $d$ is real,

$$\frac{d}{dt}|c_1|^2=2\,\mathrm{Re}(c_1^*\dot c_1)=2\,\mathrm{Im}\big(d|c_1|^2+c_1^*Vc_2\big)=2\,\mathrm{Im}(c_1^*Vc_2)=:J .$$

In the same way,

$$\frac{d}{dt}|c_2|^2=2\,\mathrm{Im}(c_2^*V^*c_1)=-J .$$

The sum of the populations is therefore constant and equals 1. Their difference $z=|c_1|^2-|c_2|^2$ obeys $\dot z=2J$, with $|J|\le2|V||c_1||c_2|$.

The polar angle of the Bloch vector is $\theta=\arccos z$. Normalisation gives $1-z^2=(|c_1|^2+|c_2|^2)^2-z^2=4|c_1|^2|c_2|^2$, so away from the poles

$$|\dot\theta|=\frac{|\dot z|}{\sqrt{1-z^2}}\le\frac{4|V||c_1||c_2|}{2|c_1||c_2|}=2|V| .$$

At a pole, where one amplitude vanishes, this quotient is $0/0$, and the motion starts at a pole. To get past this, take $0<l<1$ and use $\theta_l=\arccos(lz)$. Now

$$1-l^2z^2=(1-l^2)+(2l|c_1||c_2|)^2>0,$$

so $\theta_l$ is differentiable everywhere, and

$$\dot\theta_l=-\frac{2lJ}{\sqrt{1-l^2z^2}}\le\frac{2|V|\cdot2l|c_1||c_2|}{\sqrt{1-l^2z^2}}\le2|V| .$$

Hence $2A-\theta_l$ never decreases. Because $A(0)=0$, this means $\theta_l(t)\le\theta_l(0)+2A(t)$. Letting $l\to1$ and using the continuity of $\arccos$ gives

$$\theta(t)\le\theta(0)+2A(t).$$

For a start in state 1, $z(0)=1$ and $\theta(0)=0$, so $\arccos z(t)\le2A(t)$. If $2A(t)\le\pi$, both sides lie in $[0,\pi]$, where the cosine decreases. Therefore $z(t)\ge\cos2A(t)$, that is,

$$1-2|c_2(t)|^2\ge1-2\sin^2A(t).$$

So $|c_2|^2\le\sin^2A$, and since $\sin A\ge0$ on this range, $|c_2|\le\sin A$.

Taking the arcsine gives $\arcsin|c_2(t)|\le A(t)$. This form also holds for $A(t)>\pi/2$, because an arcsine never exceeds $\pi/2$. With $|V|\le M$ on $[0,t]$ we have $A(t)\le Mt$, and setting $|c_2(t)|=1$ gives $\pi/2\le Mt$.

The same argument in Lean 4 with Mathlib:

```lean
import Mathlib

open scoped Real Topology ComplexConjugate

namespace TwoStateSpeedLimit

noncomputable section

/-- The amplitudes `c1`, `c2` solve the two-state Schrödinger equation (with `ħ = 1`) for the
Hamiltonian with diagonal entries `d`, `-d` and off-diagonal entries `V`, `conj V`. -/
structure IsSolution (d : ℝ → ℝ) (V c1 c2 : ℝ → ℂ) : Prop where
  eq1 : ∀ t, HasDerivAt c1 (-Complex.I * (d t * c1 t + V t * c2 t)) t
  eq2 : ∀ t, HasDerivAt c2 (-Complex.I * (conj (V t) * c1 t - d t * c2 t)) t

/-- The coupling area: the integral of `|V|` from time `0` to time `t`. -/
def couplingArea (V : ℝ → ℂ) (t : ℝ) : ℝ := ∫ s in (0 : ℝ)..t, ‖V s‖

/-- The population inversion `|c1|² - |c2|²`. -/
def inversion (c1 c2 : ℝ → ℂ) (t : ℝ) : ℝ := ‖c1 t‖ ^ 2 - ‖c2 t‖ ^ 2

/-- The population flow `2 Im (conj c1 V c2)`. -/
def flow (V c1 c2 : ℝ → ℂ) (t : ℝ) : ℝ := 2 * (conj (c1 t) * (V t * c2 t)).im

variable {d : ℝ → ℝ} {V c1 c2 : ℝ → ℂ}

/-- The population of state 1 grows at the rate given by the flow, and that of state 2
falls at the same rate. -/
theorem population_rates (h : IsSolution d V c1 c2) (t : ℝ) :
    HasDerivAt (fun s => ‖c1 s‖ ^ 2) (flow V c1 c2 t) t ∧
      HasDerivAt (fun s => ‖c2 s‖ ^ 2) (-flow V c1 c2 t) t := by
  constructor
  · refine (h.eq1 t).norm_sq.congr_deriv ?_
    rw [Complex.inner]
    simp only [flow, Complex.mul_re, Complex.mul_im, Complex.add_re, Complex.add_im,
      Complex.neg_re, Complex.neg_im, Complex.I_re, Complex.I_im, Complex.conj_re,
      Complex.conj_im, Complex.ofReal_re, Complex.ofReal_im]
    ring
  · refine (h.eq2 t).norm_sq.congr_deriv ?_
    rw [Complex.inner]
    simp only [flow, Complex.mul_re, Complex.mul_im, Complex.sub_re, Complex.sub_im,
      Complex.neg_re, Complex.neg_im, Complex.I_re, Complex.I_im, Complex.conj_re,
      Complex.conj_im, Complex.ofReal_re, Complex.ofReal_im]
    ring

/-- The total population is conserved. -/
theorem norm_conserved (h : IsSolution d V c1 c2) (t : ℝ) :
    ‖c1 t‖ ^ 2 + ‖c2 t‖ ^ 2 = ‖c1 0‖ ^ 2 + ‖c2 0‖ ^ 2 := by
  have hd : ∀ s, HasDerivAt (fun s => ‖c1 s‖ ^ 2 + ‖c2 s‖ ^ 2) 0 s := fun s =>
    ((population_rates h s).1.fun_add (population_rates h s).2).congr_deriv (by ring)
  exact is_const_of_deriv_eq_zero (fun s => (hd s).differentiableAt) (fun s => (hd s).deriv) t 0

/-- For a normalised state and continuous coupling, the polar angle `arccos (|c1|² - |c2|²)` on
the Bloch sphere increases between `0` and `t ≥ 0` by at most twice the coupling area. -/
theorem polar_angle_le (h : IsSolution d V c1 c2) (hV : Continuous V)
    (h0 : ‖c1 0‖ ^ 2 + ‖c2 0‖ ^ 2 = 1) {t : ℝ} (ht : 0 ≤ t) :
    Real.arccos (inversion c1 c2 t) ≤
      Real.arccos (inversion c1 c2 0) + 2 * couplingArea V t := by
  -- Shrinking the inversion by a factor `l < 1` keeps `arccos` away from its singular points.
  have hl : ∀ l ∈ Set.Ioo (0 : ℝ) 1, Real.arccos (l * inversion c1 c2 t) ≤
      Real.arccos (l * inversion c1 c2 0) + 2 * couplingArea V t := by
    intro l hl
    have hder : ∀ s, ∃ g', 0 ≤ g' ∧ HasDerivAt
        (fun s => 2 * couplingArea V s - Real.arccos (l * inversion c1 c2 s)) g' s := by
      intro s
      have hN : ‖c1 s‖ ^ 2 + ‖c2 s‖ ^ 2 = 1 := (norm_conserved h s).trans h0
      have hid : 1 - (l * inversion c1 c2 s) ^ 2 =
          (1 - l ^ 2) + (2 * ‖c1 s‖ * ‖c2 s‖ * l) ^ 2 := by
        unfold inversion
        linear_combination (-(l ^ 2) * (‖c1 s‖ ^ 2 + ‖c2 s‖ ^ 2 + 1)) * hN
      have hl2 : 0 < 1 - l ^ 2 := by nlinarith [hl.1, hl.2]
      have hpos : 0 < 1 - (l * inversion c1 c2 s) ^ 2 := by rw [hid]; positivity
      have hm : l * inversion c1 c2 s ≠ -1 := by
        intro e
        rw [e] at hpos
        norm_num at hpos
      have hp : l * inversion c1 c2 s ≠ 1 := by
        intro e
        rw [e] at hpos
        norm_num at hpos
      have hz : HasDerivAt (inversion c1 c2) (flow V c1 c2 s - -flow V c1 c2 s) s :=
        (population_rates h s).1.fun_sub (population_rates h s).2
      have hA : HasDerivAt (couplingArea V) ‖V s‖ s :=
        (hV.norm.integral_hasStrictDerivAt 0 s).hasDerivAt
      have harc := (Real.hasDerivAt_arccos hm hp).comp s (hz.const_mul l)
      refine ⟨_, ?_, (hA.const_mul 2).fun_sub harc⟩
      -- The angle `arccos (l * inversion)` grows at a rate of at most `2 |V|`.
      have hD : 0 < √(1 - (l * inversion c1 c2 s) ^ 2) := Real.sqrt_pos.mpr hpos
      have hab : 2 * ‖c1 s‖ * ‖c2 s‖ * l ≤ √(1 - (l * inversion c1 c2 s) ^ 2) :=
        (le_abs_self _).trans (Real.abs_le_sqrt (by rw [hid]; linarith))
      have hJ : |(conj (c1 s) * (V s * c2 s)).im| ≤ ‖c1 s‖ * (‖V s‖ * ‖c2 s‖) := by
        refine (Complex.abs_im_le_norm _).trans (le_of_eq ?_)
        rw [norm_mul, norm_mul, Complex.norm_conj]
      have k1 := mul_le_mul_of_nonneg_left hab (norm_nonneg (V s))
      have k2 := mul_le_mul_of_nonneg_left (abs_le.mp hJ).1 hl.1.le
      generalize √(1 - (l * inversion c1 c2 s) ^ 2) = D at *
      have key : 0 ≤ 2 * ‖V s‖ * D + l * (flow V c1 c2 s - -flow V c1 c2 s) := by
        unfold flow
        nlinarith [k1, k2]
      have e : 2 * ‖V s‖ - -(1 / D) * (l * (flow V c1 c2 s - -flow V c1 c2 s)) =
          (2 * ‖V s‖ * D + l * (flow V c1 c2 s - -flow V c1 c2 s)) / D := by
        rw [add_div, mul_div_cancel_right₀ _ hD.ne']
        ring
      rw [e]
      exact div_nonneg key hD.le
    choose g' hg' hg using hder
    have hmono := monotone_of_deriv_nonneg (fun s => (hg s).differentiableAt)
      (fun s => by rw [(hg s).deriv]; exact hg' s) ht
    have hA0 : couplingArea V 0 = 0 := by simp [couplingArea]
    simp only [hA0] at hmono
    linarith
  -- Let `l` tend to `1`.
  have hc : ∀ z : ℝ, Filter.Tendsto (fun l : ℝ => Real.arccos (l * z)) (𝓝[<] 1)
      (𝓝 (Real.arccos z)) := by
    intro z
    have hcont : Continuous (fun l : ℝ => Real.arccos (l * z)) :=
      Real.continuous_arccos.comp (continuous_id.mul continuous_const)
    have h1 := (hcont.tendsto 1).mono_left (nhdsWithin_le_nhds (s := Set.Iio 1))
    simpa only [one_mul] using h1
  refine le_of_tendsto_of_tendsto (hc _) ((hc _).add_const _) ?_
  filter_upwards [Ioo_mem_nhdsLT (show (0 : ℝ) < 1 by norm_num)] with l h1
  exact hl l h1

/-- Two-state speed limit: for continuous coupling and a start in state 1, the amplitude of
state 2 at time `t ≥ 0` is at most the sine of the coupling area, if that area is at most
`π / 2`. -/
theorem speed_limit (h : IsSolution d V c1 c2) (hV : Continuous V)
    (h1 : c1 0 = 1) (h2 : c2 0 = 0) {t : ℝ} (ht : 0 ≤ t)
    (hA : couplingArea V t ≤ π / 2) : ‖c2 t‖ ≤ Real.sin (couplingArea V t) := by
  have h0 : ‖c1 0‖ ^ 2 + ‖c2 0‖ ^ 2 = 1 := by simp [h1, h2]
  have hN := (norm_conserved h t).trans h0
  have hz0 : inversion c1 c2 0 = 1 := by simp [inversion, h1, h2]
  have hang := polar_angle_le h hV h0 ht
  rw [hz0, Real.arccos_one, zero_add] at hang
  -- Take cosines of the angle bound.
  have hcos := Real.cos_le_cos_of_nonneg_of_le_pi (Real.arccos_nonneg _) (by linarith) hang
  rw [Real.cos_arccos (by unfold inversion; nlinarith [sq_nonneg ‖c1 t‖])
    (by unfold inversion; nlinarith [sq_nonneg ‖c2 t‖]), Real.cos_two_mul] at hcos
  unfold inversion at hcos
  have hA0 : 0 ≤ couplingArea V t :=
    intervalIntegral.integral_nonneg ht (fun s _ => norm_nonneg (V s))
  have hsin : 0 ≤ Real.sin (couplingArea V t) :=
    Real.sin_nonneg_of_nonneg_of_le_pi hA0 (by linarith [Real.pi_pos])
  have hsc := Real.sin_sq_add_cos_sq (couplingArea V t)
  by_contra hlt
  have hlt' := lt_of_not_ge hlt
  nlinarith

/-- For continuous coupling and a start in state 1, reaching the amplitude `|c2|` at time
`t ≥ 0` takes a coupling area of at least `arcsin |c2|`. -/
theorem arcsin_le_area (h : IsSolution d V c1 c2) (hV : Continuous V)
    (h1 : c1 0 = 1) (h2 : c2 0 = 0) {t : ℝ} (ht : 0 ≤ t) :
    Real.arcsin ‖c2 t‖ ≤ couplingArea V t := by
  rcases le_total (couplingArea V t) (π / 2) with hA | hA
  · have hA0 : 0 ≤ couplingArea V t :=
      intervalIntegral.integral_nonneg ht (fun s _ => norm_nonneg (V s))
    have hm := Real.monotone_arcsin (speed_limit h hV h1 h2 ht hA)
    rwa [Real.arcsin_sin (by linarith [Real.pi_pos]) hA] at hm
  · exact (Real.arcsin_le_pi_div_two _).trans hA

/-- If the continuous coupling never exceeds `M` in modulus on `[0, t]`, with `t ≥ 0`, then a
system started in state 1 obeys `arcsin |c2(t)| ≤ M t`. -/
theorem arcsin_le_mul_time (h : IsSolution d V c1 c2) (hV : Continuous V)
    (h1 : c1 0 = 1) (h2 : c2 0 = 0) {t M : ℝ} (ht : 0 ≤ t)
    (hM : ∀ s ∈ Set.Icc 0 t, ‖V s‖ ≤ M) : Real.arcsin ‖c2 t‖ ≤ M * t := by
  refine (arcsin_le_area h hV h1 h2 ht).trans ?_
  have hi : (∫ s in (0 : ℝ)..t, ‖V s‖) ≤ ∫ _s in (0 : ℝ)..t, M :=
    intervalIntegral.integral_mono_on ht (hV.norm.intervalIntegrable 0 t)
      (continuous_const.intervalIntegrable 0 t) hM
  rw [intervalIntegral.integral_const, smul_eq_mul, sub_zero] at hi
  unfold couplingArea
  linarith

/-- Complete transfer from state 1 to state 2 at time `t ≥ 0`, under a continuous coupling of
modulus at most `M` on `[0, t]`, requires `M t ≥ π / 2`. -/
theorem complete_transfer_time (h : IsSolution d V c1 c2) (hV : Continuous V)
    (h1 : c1 0 = 1) (h2 : c2 0 = 0) {t M : ℝ} (ht : 0 ≤ t)
    (hM : ∀ s ∈ Set.Icc 0 t, ‖V s‖ ≤ M) (hfull : ‖c2 t‖ = 1) : π / 2 ≤ M * t := by
  have hb := arcsin_le_mul_time h hV h1 h2 ht hM
  rwa [hfull, Real.arcsin_one] at hb

end

end TwoStateSpeedLimit
```

```lean
#print axioms TwoStateSpeedLimit.speed_limit
#print axioms TwoStateSpeedLimit.complete_transfer_time
```

```
'TwoStateSpeedLimit.speed_limit' depends on axioms: [propext, Classical.choice, Quot.sound]
'TwoStateSpeedLimit.complete_transfer_time' depends on axioms: [propext, Classical.choice, Quot.sound]
```

### What the Lean statements say about the driven system

`IsSolution d V c1 c2` says that the two Schrödinger equations hold, solved for the derivatives. The detuning `d` is a real function of time, while `V`, `c1` and `c2` are complex functions of time. The Hamiltonian has diagonal entries $d$ and $-d$, so $d$ is half the energy difference of the two states (in a rotating frame, half the usual detuning, up to sign); their mean energy has been removed, which changes only a common phase.

`couplingArea V t` is $A(t)$, `inversion` is $z$ and `flow` is $J$. Two conventions may differ from yours. The usual pulse area is the integral of the Rabi frequency $2|V|$ and equals $2A$, so a $\pi$ pulse has $A=\pi/2$. The inversion here is the population of state 1 minus that of state 2, so it starts at $+1$.

The main theorem, `speed_limit`, reads as follows. Given a solution, a continuous `V`, the initial values `c1 0 = 1` and `c2 0 = 0`, a time $t\ge0$ and a coupling area at $t$ of at most $\pi/2$, the modulus of `c2 t` is at most the sine of that area. The existence of a solution is a hypothesis. `polar_angle_le` is more general in its initial state: it bounds the growth of the polar angle for any normalised start.

The equations are required at every real time, including negative times, and `V` is continuous on the whole line. A coupling that is switched on abruptly is thus excluded. Continuity of `d` is not assumed, but a jump in the detuning is excluded all the same, because the derivative of an everywhere differentiable function has no jumps.

The step from here to a laboratory system is the reduction to a closed two-state Hamiltonian, with no further levels and no decay. For an oscillating field, $V$ can be the full oscillating coupling or, if the rotating-wave approximation is made, the coupling in the rotating frame. Within that two-state model, the bound limits how short a qubit flip can be at a given coupling strength, and how much population can pass in a given time from one diabatic state, which holds all of it at the start, to another.

### From the population rates to the transfer time

`population_rates` computes the two derivatives $J$ and $-J$. Mathlib's `norm_sq` rule gives the derivative of a squared modulus as twice a real inner product; the proof expands this into real and imaginary parts, and `ring` confirms that the detuning terms cancel. `norm_conserved` adds the two rates, gets zero, and concludes that the total population is constant.

`polar_angle_le` contains the main argument. The inner statement `hl` is the angle bound for $\theta_l$ with $0<l<1$. For it, `hder` shows that $2A-\theta_l$ has a nonnegative derivative at every time, in these steps:

- `hid` is the identity for $1-l^2z^2$, which uses normalisation, and `hpos` is its positivity. From this, `hm` and `hp` conclude that $lz\ne\pm1$, as the derivative of the arccosine requires.
- `hz` is $\dot z=2J$, written as `flow V c1 c2 s - -flow V c1 c2 s`. `hA` is $\dot A=|V|$, the fundamental theorem of calculus, and this is where the continuity of `V` enters.
- `hab` is $2l|c_1||c_2|\le\sqrt{1-l^2z^2}$, and `hJ` bounds the imaginary part of $c_1^*Vc_2$ by its modulus.
- `key` combines these two bounds into $2|V|D+2lJ\ge0$, where $D$ stands for the square root. Dividing by $D>0$ gives the sign of the derivative.

`monotone_of_deriv_nonneg` then compares the times $0$ and $t$. The limit $l\to1$ from below is taken at the end: `hc` supplies the continuity of $\arccos(lz)$ in $l$, and `le_of_tendsto_of_tendsto` carries the inequality over to the limit.

`speed_limit` inserts $z(0)=1$, takes cosines with `Real.cos_le_cos_of_nonneg_of_le_pi`, and rewrites $\cos2A$ by the double-angle formula. The last lines pass from squares to moduli by contradiction: if $|c_2|$ exceeded $\sin A\ge0$, its square would exceed $\sin^2A$.

`arcsin_le_area` splits into two cases. For $A\le\pi/2$ it applies the arcsine to `speed_limit`; for $A\ge\pi/2$ it uses the upper bound of the arcsine. `arcsin_le_mul_time` compares the integral of $|V|$ with that of the constant $M$, and `complete_transfer_time` puts $|c_2|=1$ and $\arcsin1=\pi/2$ into the result.
